# Maps of the Bloch sphere that preserve dot products come from unitaries, with or without complex conjugation

Let \(f\) send real unit 3-vectors to real unit 3-vectors with \(f(a)\cdot f(b)=a\cdot b\) for all \(a,b\), and suppose first that it fixes the unit vectors \(\hat x\) and \(\hat z\). Number components from 0, as Lean does. Then \(f(n)\) has the same components 0 and 2 as \(n\). The image of the y axis is a unit vector orthogonal to x and z, so it is \(\pm\hat y\), and \(f(n)\cdot f(\hat y)=n_1\) leaves two maps:

\[
f(n)=(n_0,n_1,n_2)\quad\text{or}\quad f(n)=(n_0,-n_1,n_2).
\]

With \(P_n=(1+n\cdot\sigma)/2\), where \(\sigma\) is the vector of Pauli matrices, the first map leaves \(P_n\) alone. The second replaces it by its complex conjugate \(\overline{P_n}\), because \(\sigma_y\) is the only imaginary Pauli matrix. For general \(f\), a rotation of the axes is added, and a unitary implements it.

## Directions and Bloch states

```lean
import Mathlib

open Matrix

namespace QubitWigner

noncomputable section
```

This loads Mathlib and opens a namespace for the names below.

```lean
/-- A direction in space: a real 3-vector of unit length. -/
abbrev Direction := {n : Fin 3 → ℝ // n ⬝ᵥ n = 1}
```

A `Direction` is a vector `n` together with a proof that \(n\cdot n=1\). For such an `n`, `n.1` is the vector and `n.2` the proof. The symbol `⬝ᵥ` is the dot product.

```lean
/-- The spin component `n·σ` along a real vector `n`. -/
def pauliVec (n : Fin 3 → ℝ) : Matrix (Fin 2) (Fin 2) ℂ :=
  !![(n 2 : ℂ), n 0 - n 1 * Complex.I; n 0 + n 1 * Complex.I, -(n 2 : ℂ)]
```

This is \(n\cdot\sigma\), written out by rows in the standard basis where \(\sigma_z\) is diagonal. For unit \(n\) it is the spin component along \(n\) in units of \(\hbar/2\).

```lean
/-- The matrix `P_n = (1 + n·σ)/2` with Bloch vector `n`. -/
def blochState (n : Fin 3 → ℝ) : Matrix (Fin 2) (Fin 2) ℂ :=
  (1 / 2 : ℂ) • (1 + pauliVec n)
```

This is \(P_n\). It is defined for every real vector; for unit \(n\) it is the projector onto spin up along \(n\).

```lean
/-- The coordinate direction number `i`. -/
def axis (i : Fin 3) : Direction := ⟨Pi.single i 1, by simp⟩
```

`axis 0`, `axis 1` and `axis 2` are \(\hat x,\hat y,\hat z\).

## Products, overlaps and conjugation

```lean
private lemma dot3 (a b : Fin 3 → ℝ) : a ⬝ᵥ b = a 0 * b 0 + a 1 * b 1 + a 2 * b 2 := by
  simp [dotProduct, Fin.sum_univ_three]
```

The dot product is written as a sum of three terms.

```lean
private lemma pauliVec_herm (n : Fin 3 → ℝ) : (pauliVec n)ᴴ = pauliVec n := by
  ext i j
  fin_cases i <;> fin_cases j <;> simp [pauliVec]
  ring
```

The matrix \(n\cdot\sigma\) is Hermitian; `ᴴ` is the adjoint.

```lean
/-- The Pauli product rule `(a·σ)(b·σ) = a·b + i (a × b)·σ`. -/
theorem pauliVec_mul (a b : Fin 3 → ℝ) : pauliVec a * pauliVec b =
    ((a ⬝ᵥ b : ℝ) : ℂ) • 1 + Complex.I • pauliVec (a ⨯₃ b) := by
  ext i j
  fin_cases i <;> fin_cases j <;> apply Complex.ext <;>
    simp [pauliVec, Matrix.mul_apply, Fin.sum_univ_two, dot3, cross_apply] <;> ring
```

From \(\sigma_j\sigma_k=\delta_{jk}+i\sum_l\epsilon_{jkl}\sigma_l\), with \(\epsilon\) the Levi-Civita symbol, one gets \((a\cdot\sigma)(b\cdot\sigma)=a\cdot b+i(a\times b)\cdot\sigma\). Lean compares the four entries instead: `ext` and `fin_cases` list them, `Complex.ext` splits real and imaginary parts, and `ring` does the algebra.

```lean
/-- The overlap of two Bloch states is `tr(P_a P_b) = (1 + a·b)/2`. -/
theorem trace_blochState_mul (a b : Fin 3 → ℝ) :
    (blochState a * blochState b).trace = (((1 + a ⬝ᵥ b) / 2 : ℝ) : ℂ) := by
  apply Complex.ext <;>
    simp [blochState, pauliVec, Matrix.trace_fin_two, Matrix.mul_apply, Fin.sum_univ_two, dot3] <;>
    ring
```

Pauli matrices are traceless, so

\[
\mathrm{tr}(P_aP_b)=\tfrac14(2+2\,a\cdot b)=\tfrac12(1+a\cdot b).
\]

For unit vectors this is the transition probability, so preserving dot products means preserving transition probabilities. The later proofs do not use this formula; it gives the hypothesis its physical meaning.

```lean
/-- Complex conjugation of a Bloch state reverses the y component of its Bloch vector. -/
theorem blochState_conj (n : Fin 3 → ℝ) :
    (blochState n).map (starRingEnd ℂ) = blochState ![n 0, -n 1, n 2] := by
  ext i j
  fin_cases i <;> fin_cases j <;> apply Complex.ext <;> simp [blochState, pauliVec] <;> ring
```

`.map (starRingEnd ℂ)` conjugates each entry, which reverses component 1 of the Bloch vector.

## Expanding in a right-handed frame

```lean
private lemma frame_expand {a c : Fin 3 → ℝ} (haa : a ⬝ᵥ a = 1) (hcc : c ⬝ᵥ c = 1)
    (hca : c ⬝ᵥ a = 0) (v : Fin 3 → ℝ) :
    v = (v ⬝ᵥ a) • a + (v ⬝ᵥ (c ⨯₃ a)) • (c ⨯₃ a) + (v ⬝ᵥ c) • c := by
  have hdd : (c ⨯₃ a) ⬝ᵥ (c ⨯₃ a) = 1 := by
    rw [cross_dot_cross, hcc, haa, hca]; norm_num
  have had := dot_cross_self c a
  have hcd := dot_self_cross c a
  generalize c ⨯₃ a = d at hdd had hcd ⊢
  rw [dot3] at haa hcc hca hdd had hcd
  have h : (Matrix.of ![a, d, c]) * (Matrix.of ![a, d, c])ᵀ = 1 := by
    ext i j
    fin_cases i <;> fin_cases j <;> simp [Matrix.mul_apply, Fin.sum_univ_three] <;> linarith
  have hv : (Matrix.of ![a, d, c])ᵀ *ᵥ ((Matrix.of ![a, d, c]) *ᵥ v) = v := by
    rw [Matrix.mulVec_mulVec, mul_eq_one_comm.mp h, Matrix.one_mulVec]
  ext i
  have hi := congrFun hv i
  fin_cases i <;> simp [Matrix.mulVec, dot3] at hi ⊢ <;> linarith
```

Let \(a,c\) be orthonormal and \(d=c\times a\). Then \(d\cdot d=(c\cdot c)(a\cdot a)-(c\cdot a)^2=1\), and \(d\) is orthogonal to both. The claim is

\[
v=(v\cdot a)\,a+(v\cdot d)\,d+(v\cdot c)\,c .
\]

The proof turns on Mathlib's `mul_eq_one_comm`: for square matrices, \(MN=1\) holds exactly when \(NM=1\). Let \(R\) have rows \(a,d,c\). Orthonormality is \(RR^T=1\); the lemma turns it into completeness, \(R^TR=1\), and \(R^TRv=v\) is the expansion. The same lemma later turns \(U^\dagger U=1\) into \(UU^\dagger=1\). Both uses rely on finite dimension.

```lean
private lemma frame_algebra {a c : Fin 3 → ℝ} (haa : a ⬝ᵥ a = 1) (hca : c ⬝ᵥ a = 0) :
    pauliVec a * pauliVec a = 1 ∧ pauliVec c * pauliVec a = -(pauliVec a * pauliVec c) ∧
    pauliVec (c ⨯₃ a) = Complex.I • (pauliVec a * pauliVec c) := by
  have h0 : pauliVec 0 = 0 := by
    ext i j
    fin_cases i <;> fin_cases j <;> simp [pauliVec]
  have hn : pauliVec (a ⨯₃ c) = -pauliVec (c ⨯₃ a) := by
    ext i j
    fin_cases i <;> fin_cases j <;> simp [pauliVec, cross_apply] <;> ring
  have h1 : pauliVec a * pauliVec c = Complex.I • pauliVec (a ⨯₃ c) := by
    rw [pauliVec_mul, dotProduct_comm a c, hca]; simp
  have h2 : pauliVec c * pauliVec a = Complex.I • pauliVec (c ⨯₃ a) := by
    rw [pauliVec_mul, hca]; simp
  refine ⟨by rw [pauliVec_mul, haa, cross_self, h0]; simp, ?_, ?_⟩
  · rw [h1, h2, hn, smul_neg, neg_neg]
  · rw [h1, hn, smul_smul, Complex.I_mul_I, neg_smul, one_smul, neg_neg]
```

Write \(A=a\cdot\sigma\) and \(C=c\cdot\sigma\). The product rule gives \(A^2=1\), \(CA=-AC\) and \((c\times a)\cdot\sigma=iAC\).

## Lifting a rotation to a unitary

```lean
/-- Along every direction `c` there is a normalised spin-up spinor, stored here as the first
column of a matrix `K` whose second column vanishes. -/
theorem exists_spinor {c : Fin 3 → ℝ} (hc : c ⬝ᵥ c = 1) : ∃ K : Matrix (Fin 2) (Fin 2) ℂ,
    pauliVec c * K = K ∧ K * pauliVec (axis 2).1 = K ∧ Kᴴ * K = !![1, 0; 0, 0] := by
  rw [dot3] at hc
  by_cases h : c 2 = -1
  · have h0 : c 0 = 0 := by rw [h] at hc; nlinarith [sq_nonneg (c 0), sq_nonneg (c 1)]
    have h1 : c 1 = 0 := by rw [h] at hc; nlinarith [sq_nonneg (c 0), sq_nonneg (c 1)]
    refine ⟨!![0, 0; 1, 0], ?_, ?_, ?_⟩ <;> ext i j <;> fin_cases i <;> fin_cases j <;>
      simp [pauliVec, axis, Matrix.mul_apply, Fin.sum_univ_two, h, h0, h1]
  · have h1 : -1 ≤ c 2 := by nlinarith [sq_nonneg (c 0), sq_nonneg (c 1)]
    have hpos : 0 < 2 * (1 + c 2) := by linarith [lt_of_le_of_ne h1 (Ne.symm h)]
    obtain ⟨t, ht⟩ : ∃ t : ℝ, t * t * (2 * (1 + c 2)) = 1 :=
      ⟨(√(2 * (1 + c 2)))⁻¹, by
        rw [← mul_inv, Real.mul_self_sqrt hpos.le, inv_mul_cancel₀ hpos.ne']⟩
    have htC : (t : ℂ) * t * (2 * (1 + c 2)) = 1 := by exact_mod_cast ht
    have hcC : (c 0 : ℂ) * c 0 + c 1 * c 1 + c 2 * c 2 = 1 := by exact_mod_cast hc
    refine ⟨!![(1 + c 2) * t, 0; (c 0 + c 1 * Complex.I) * t, 0], ?_, ?_, ?_⟩ <;>
      ext i j <;> fin_cases i <;> fin_cases j <;>
      simp [pauliVec, axis, Matrix.mul_apply, Fin.sum_univ_two] <;>
      first
        | ring1
        | linear_combination (t : ℂ) * hcC - (t : ℂ) * c 1 ^ 2 * Complex.I_sq
        | linear_combination (t : ℂ) ^ 2 * hcC - (t : ℂ) ^ 2 * c 1 ^ 2 * Complex.I_sq + htC
```

The spinor sought is a normalised \(\chi\) with \(C\chi=\chi\). For \(c_2\neq-1\) take

\[
\chi=\frac{1}{\sqrt{2(1+c_2)}}\begin{pmatrix}1+c_2\\ c_0+ic_1\end{pmatrix}.
\]

The upper entry of \(C\chi\) is proportional to \(c_2(1+c_2)+c_0^2+c_1^2=1+c_2\), and the lower to \((c_0+ic_1)(1+c_2-c_2)\). The squared norm before scaling is \((1+c_2)^2+c_0^2+c_1^2=2(1+c_2)\). At the south pole, \(c_2=-1\), take \(\chi=(0,1)^T\); `by_cases` separates the two cases.

Lean stores \(\chi\) as the first column of a matrix \(K\). With \(Z=\sigma_z\), the condition \(KZ=K\) says that the second column is zero.

```lean
/-- Every rotation, given by the right-handed frame `a, c × a, c`, acts on Bloch states as
conjugation by a unitary. -/
theorem rotation_lift {a c : Fin 3 → ℝ} (haa : a ⬝ᵥ a = 1) (hcc : c ⬝ᵥ c = 1)
    (hca : c ⬝ᵥ a = 0) : ∃ U ∈ Matrix.unitaryGroup (Fin 2) ℂ, ∀ n : Fin 3 → ℝ,
      blochState (n 0 • a + n 1 • (c ⨯₃ a) + n 2 • c) = U * blochState n * Uᴴ := by
  obtain ⟨K, hCK, hKZ, hKK⟩ := exists_spinor hcc
  obtain ⟨hA, hCA, hB⟩ := frame_algebra haa hca
  obtain ⟨hXX, hZX, -⟩ := frame_algebra (axis 0).2 (c := (axis 2).1) (by simp [axis])
  have hS : ∀ n : Fin 3 → ℝ, pauliVec n = (n 0 : ℂ) • pauliVec (axis 0).1 + (n 1 : ℂ) •
      (Complex.I • (pauliVec (axis 0).1 * pauliVec (axis 2).1))
      + (n 2 : ℂ) • pauliVec (axis 2).1 := by
    intro n; ext i j
    fin_cases i <;> fin_cases j <;>
      simp [pauliVec, axis]
    ring
  have hE : !![1, 0; 0, 0] + pauliVec (axis 0).1 * !![1, 0; 0, 0] * pauliVec (axis 0).1 = 1 := by
    ext i j
    fin_cases i <;> fin_cases j <;> simp [pauliVec, axis]
  have hXh := pauliVec_herm (axis 0).1
  generalize pauliVec (axis 0).1 = X at hXX hZX hS hE hXh
  generalize pauliVec (axis 2).1 = Z at hKZ hZX hS
  have e1 : pauliVec c * pauliVec a * K = -(pauliVec a * K) := by
    rw [hCA, Matrix.neg_mul, Matrix.mul_assoc, hCK]
  have e2 : K * X * Z = -(K * X) := by
    rw [Matrix.mul_assoc, ← neg_neg (X * Z), ← hZX, Matrix.mul_neg, ← Matrix.mul_assoc, hKZ]
  -- the columns of U are the spinor up along c and its image under a·σ
  obtain ⟨U, hU⟩ : ∃ U, U = K + pauliVec a * K * X := ⟨_, rfl⟩
  have hUX : pauliVec a * U = U * X := by
    calc pauliVec a * U = pauliVec a * K + (pauliVec a * pauliVec a) * K * X := by
          rw [hU]; noncomm_ring
      _ = K * X + pauliVec a * K * (X * X) := by
          rw [hA, hXX, Matrix.one_mul, Matrix.mul_one, add_comm]
      _ = U * X := by rw [hU]; noncomm_ring
  have hUZ : pauliVec c * U = U * Z := by
    calc pauliVec c * U = pauliVec c * K + pauliVec c * pauliVec a * K * X := by
          rw [hU]; noncomm_ring
      _ = K + -(pauliVec a * K * X) := by rw [hCK, e1, Matrix.neg_mul]
      _ = K * Z + pauliVec a * (K * X * Z) := by
          rw [hKZ, e2, Matrix.mul_neg, Matrix.mul_assoc]
      _ = U * Z := by rw [hU]; noncomm_ring
  have hUY : pauliVec a * pauliVec c * U = U * (X * Z) := by
    rw [Matrix.mul_assoc, hUZ, ← Matrix.mul_assoc, hUX, Matrix.mul_assoc]
  -- the two columns are orthogonal
  have hKC : Kᴴ * pauliVec c = Kᴴ := by
    have h := congrArg Matrix.conjTranspose hCK
    rwa [Matrix.conjTranspose_mul, pauliVec_herm] at h
  have hK : Kᴴ * (pauliVec a * K) = -(Kᴴ * (pauliVec a * K)) := by
    calc Kᴴ * (pauliVec a * K) = Kᴴ * pauliVec c * (pauliVec a * K) := by rw [hKC]
      _ = Kᴴ * (pauliVec c * pauliVec a * K) := by simp only [Matrix.mul_assoc]
      _ = _ := by rw [e1, Matrix.mul_neg]
  have hK0 : Kᴴ * (pauliVec a * K) = 0 := by
    ext i j
    have h := congrFun (congrFun hK i) j
    rw [Matrix.neg_apply] at h
    rw [Matrix.zero_apply]
    linear_combination h / 2
  have hUh : Uᴴ = Kᴴ + X * Kᴴ * pauliVec a := by
    rw [hU]
    simp only [Matrix.conjTranspose_add, Matrix.conjTranspose_mul, pauliVec_herm, hXh,
      Matrix.mul_assoc]
  have hUU : Uᴴ * U = 1 := by
    calc Uᴴ * U = Kᴴ * K + Kᴴ * (pauliVec a * K) * X + X * (Kᴴ * (pauliVec a * pauliVec a) * K) * X
          + X * (Kᴴ * (pauliVec a * K)) := by rw [hUh, hU]; noncomm_ring
      _ = 1 := by
          rw [hA, Matrix.mul_one, hK0, hKK]
          simpa only [Matrix.zero_mul, Matrix.mul_zero, add_zero] using hE
  have hUU' : U * Uᴴ = 1 := mul_eq_one_comm.mp hUU
  refine ⟨U, Matrix.mem_unitaryGroup_iff.mpr hUU', fun n => ?_⟩
  have hl : pauliVec (n 0 • a + n 1 • (c ⨯₃ a) + n 2 • c) = (n 0 : ℂ) • pauliVec a
      + (n 1 : ℂ) • pauliVec (c ⨯₃ a) + (n 2 : ℂ) • pauliVec c := by
    generalize c ⨯₃ a = d
    ext i j
    fin_cases i <;> fin_cases j <;> simp [pauliVec] <;> ring
  have key : pauliVec (n 0 • a + n 1 • (c ⨯₃ a) + n 2 • c) * U = U * pauliVec n := by
    rw [hl, hS n, hB]
    simp only [Matrix.add_mul, Matrix.mul_add, Matrix.smul_mul, Matrix.mul_smul, hUX, hUZ, hUY]
  unfold blochState
  rw [Matrix.mul_smul, Matrix.smul_mul, Matrix.mul_add, Matrix.mul_one, ← key, Matrix.add_mul,
    Matrix.mul_assoc (pauliVec _), hUU', Matrix.mul_one]
```

With \(X=\sigma_x\), set \(U=K+AKX\), whose columns are \(\chi\) and \(A\chi\). Then

\[
\begin{aligned}
AU&=AK+KX=UX,\\
CU&=K+CAKX=K-AKX=UZ.
\end{aligned}
\]

The last equality uses \(KXZ=-KZX=-KX\). Hence \((iAC)U=U(iXZ)=U\sigma_y\). These are `hUX`, `hUZ` and `hUY`, the last without the factor \(i\).

The columns are normalised, since \(A^2=1\), and orthogonal, since

\[
\chi^\dagger A\chi=\chi^\dagger CA\chi=-\chi^\dagger AC\chi=-\chi^\dagger A\chi .
\]

So \(U\) is unitary. By linearity, `key` states \((n_0a+n_1\,c\times a+n_2c)\cdot\sigma\;U=U\,(n\cdot\sigma)\). Multiplying by \(U^\dagger\) on the right, adding 1 and halving gives the theorem, for every real \(n\).

## From preserved dot products to a unitary

```lean
/-- Wigner's theorem for a qubit: a map of Bloch directions that preserves all dot products is
conjugation by a unitary, or complex conjugation followed by one. -/
theorem wigner_qubit (f : Direction → Direction)
    (hf : ∀ a b, (f a).1 ⬝ᵥ (f b).1 = a.1 ⬝ᵥ b.1) :
    ∃ U ∈ Matrix.unitaryGroup (Fin 2) ℂ,
      (∀ n, blochState (f n).1 = U * blochState n.1 * Uᴴ) ∨
      (∀ n, blochState (f n).1 = U * (blochState n.1).map (starRingEnd ℂ) * Uᴴ) := by
  have hn : ∀ (n : Direction) (i : Fin 3), n.1 ⬝ᵥ (axis i).1 = n.1 i := by
    intro n i; simp [axis]
  have hca : (f (axis 2)).1 ⬝ᵥ (f (axis 0)).1 = 0 := by rw [hf]; simp [axis]
  have h10 : (f (axis 1)).1 ⬝ᵥ (f (axis 0)).1 = 0 := by rw [hf]; simp [axis]
  have h12 : (f (axis 1)).1 ⬝ᵥ (f (axis 2)).1 = 0 := by rw [hf]; simp [axis]
  have hF := frame_expand (f (axis 0)).2 (f (axis 2)).2 hca
  obtain ⟨U, hU, hUn⟩ := rotation_lift (f (axis 0)).2 (f (axis 2)).2 hca
  generalize (f (axis 2)).1 ⨯₃ (f (axis 0)).1 = d at hF hUn
  -- the image of the y axis is d or -d
  have hb : (f (axis 1)).1 = ((f (axis 1)).1 ⬝ᵥ d) • d := by
    have h := hF (f (axis 1)).1
    rw [h10, h12, zero_smul, zero_smul, zero_add, add_zero] at h
    exact h
  have hd : ∀ v : Fin 3 → ℝ, ((f (axis 1)).1 ⬝ᵥ d) * (v ⬝ᵥ d) = v ⬝ᵥ (f (axis 1)).1 := by
    intro v
    calc _ = v ⬝ᵥ (((f (axis 1)).1 ⬝ᵥ d) • d) := by rw [dotProduct_smul, smul_eq_mul]
      _ = _ := by rw [← hb]
  have hfn : ∀ n : Direction, (f n).1 = n.1 0 • (f (axis 0)).1 + ((f n).1 ⬝ᵥ d) • d
      + n.1 2 • (f (axis 2)).1 := by
    intro n
    have h := hF (f n).1
    rwa [hf n (axis 0), hf n (axis 2), hn, hn] at h
  refine ⟨U, hU, ?_⟩
  rcases mul_self_eq_one_iff.mp ((hd _).trans (f (axis 1)).2) with h | h
  · left
    intro n
    have e := (hd (f n).1).trans ((hf n (axis 1)).trans (hn n 1))
    rw [h, one_mul] at e
    rw [hfn n, e]
    exact hUn n.1
  · right
    intro n
    have e := (hd (f n).1).trans ((hf n (axis 1)).trans (hn n 1))
    have e' : (f n).1 ⬝ᵥ d = -n.1 1 := by rw [h] at e; linarith
    have g := hUn ![n.1 0, -n.1 1, n.1 2]
    rw [blochState_conj, hfn n, e']
    exact g

end

end QubitWigner
```

The hypothesis `hf` is the preservation of dot products; continuity, linearity and surjectivity of `f` are not assumed. The conclusion gives one unitary \(U\) and one of two alternatives, each for all \(n\) at once: \(P_{f(n)}=UP_nU^\dagger\) or \(P_{f(n)}=U\overline{P_n}U^\dagger\).

Let \(a,b,c\) be the images of \(\hat x,\hat y,\hat z\), and \(d=c\times a\). The three images \(a,b,c\) are orthonormal, so the expansion gives \(b=s\,d\) with \(s=b\cdot d\), and \(b\cdot b=1\) gives \(s^2=1\). Also \(s\,(f(n)\cdot d)=f(n)\cdot b=n_1\), hence

\[
f(n)=n_0a+s\,n_1d+n_2c .
\]

`rcases` splits into \(s=1\) and \(s=-1\). For \(s=1\), `rotation_lift` applies directly. For \(s=-1\), it applies to \((n_0,-n_1,n_2)\), whose Bloch state is \(\overline{P_n}\).

Wigner's theorem in general concerns rays in a Hilbert space of any dimension; this version treats the pure states of one qubit, and it runs from \(f\) to \(U\) only. Within that model it sorts the symmetries of a spin one-half into unitary ones, which rotate the Bloch sphere, and antiunitary ones, which involve complex conjugation, such as time reversal \(n\mapsto-n\).

```lean
#print axioms QubitWigner.trace_blochState_mul
#print axioms QubitWigner.wigner_qubit
```

```
'QubitWigner.trace_blochState_mul' depends on axioms: [propext, Classical.choice, Quot.sound]
'QubitWigner.wigner_qubit' depends on axioms: [propext, Classical.choice, Quot.sound]
```
